# The weighted misfit of two structures is stationary under rotation exactly when their correlation matrix is symmetric

A rotation is described here by a unit axis n and an angle t, through the Rodrigues formula, and not by an orthogonal matrix of determinant one. The misfit along each axis is then an ordinary function of one real variable, and its slope is an ordinary derivative. All rotations are about the origin, and translations are left out.

Let xᵢ be the points of a structure, aᵢ the corresponding points of a reference, and mᵢ real weights, usually masses. The rotated point is

R(t)x = cos t x + sin t (n × x) + (1 − cos t)(n·x) n,

and the misfit is

F(t) = ∑ mᵢ |R(t)xᵢ − aᵢ|².

Define

T = ∑ mᵢ xᵢ × aᵢ,  C = ∑ mᵢ aᵢ xᵢᵀ.

The claim is that F′(0) = −2 n·T, and that this slope vanishes for every unit axis exactly when C is symmetric.

## The misfit at every angle

Split x into p = (n·x)n and q = x − p, which is perpendicular to n. Since n × x = n × q,

R(t)x = p + cos t q + sin t (n × q).

The three vectors p, q and n × q are mutually orthogonal, and |n × q| = |q|. Hence

|R(t)x|² = |p|² + (cos² t + sin² t)|q|² = |x|².

Only the cross term with a depends on the angle. Using (n × x)·a = n·(x × a),

R(t)x·a = cos t (x·a) + sin t n·(x × a) + (1 − cos t)(n·x)(n·a).

Insert this into |R(t)x − a|² = |x|² + |a|² − 2 R(t)x·a and subtract |x − a|² = |x|² + |a|² − 2 x·a. Summing over the points with their weights gives

F(t) = F(0) − 2 sin t (n·T) + 2(1 − cos t) P(n),

P(n) = ∑ mᵢ [xᵢ·aᵢ − (n·xᵢ)(n·aᵢ)].

Here P(n) is the overlap of the two structures perpendicular to the axis. Differentiation gives

F′(t) = −2 cos t (n·T) + 2 sin t P(n),

so F′(0) = −2 n·T.

## Symmetry and the best orientation

Number the Cartesian components 0, 1, 2, so that Cⱼₖ is the weighted sum of (component j of aᵢ) × (component k of xᵢ). The cross product gives

T₀ = C₂₁ − C₁₂,  T₁ = C₀₂ − C₂₀,  T₂ = C₁₀ − C₀₁.

Thus T = 0 exactly when C is symmetric. If n·T = 0 for every unit n, the three coordinate axes already force T = 0; the converse is immediate.

A stationary orientation need not be the best one. If no rotation lowers F, every slope at zero vanishes, so C is symmetric, and the half turn gives F(π) − F(0) = 4P(n) ≥ 0. Conversely, if C is symmetric and P(n) ≥ 0 for every unit n, then F(t) − F(0) = 2(1 − cos t)P(n) ≥ 0 at every angle.

Let the mᵢ be the atomic masses of a molecule and the aᵢ its equilibrium positions, with each structure's centre of mass at the origin. Then T = 0 is the rotational Eckart condition ∑ mᵢ aᵢ × (xᵢ − aᵢ) = 0, because aᵢ × aᵢ = 0. This links least-squares superposition to a frame commonly used in describing molecular vibrations.

## Rotations and weighted sums in Lean

The points are labelled by an arbitrary finite type `ι`.

```lean
import Mathlib

open Matrix

namespace EckartSuperposition

noncomputable section

variable {ι : Type*} [Fintype ι]
```

A vector is a function `Fin 3 → ℝ`, with `⬝ᵥ` for the dot product and `⨯₃` for the cross product. The definition of `rodrigues` accepts any `n`; the theorems add the unit-length condition as `n ⬝ᵥ n = 1`.

```lean
/-- The Rodrigues formula. When `n` is a unit vector, this is the vector `x` turned by the angle `t`
about the axis `n`. -/
def rodrigues (n : Fin 3 → ℝ) (t : ℝ) (x : Fin 3 → ℝ) : Fin 3 → ℝ :=
  Real.cos t • x + Real.sin t • (n ⨯₃ x) + ((1 - Real.cos t) * (n ⬝ᵥ x)) • n
```

Squared distance is written as a dot product, since the built-in norm on `Fin 3 → ℝ` is the maximum norm and not the Euclidean length. The weights may have any sign.

```lean
/-- The mass-weighted sum of squared distances between the points `x i` and `a i`. -/
def misfit (m : ι → ℝ) (x a : ι → Fin 3 → ℝ) : ℝ :=
  ∑ i, m i * ((x i - a i) ⬝ᵥ (x i - a i))
```

The next definition is T. If F is read as the energy of springs joining xᵢ to aᵢ, the mechanical torque on the structure is 2T.

```lean
/-- The mass-weighted sum of the cross products `x i × a i`. -/
def torque (m : ι → ℝ) (x a : ι → Fin 3 → ℝ) : Fin 3 → ℝ :=
  ∑ i, m i • (x i ⨯₃ a i)
```

The matrix C has the reference in its row index and the moving structure in its column index.

```lean
/-- The mass-weighted correlation matrix, the sum of the outer products `a i (x i)ᵀ`. -/
def correlation (m : ι → ℝ) (x a : ι → Fin 3 → ℝ) : Matrix (Fin 3) (Fin 3) ℝ :=
  ∑ i, m i • vecMulVec (a i) (x i)
```

The last definition is P(n).

```lean
/-- The mass-weighted overlap of the two structures, less the product of their components along `n`,
when `n` is a unit vector. -/
def transverseOverlap (m : ι → ℝ) (x a : ι → Fin 3 → ℝ) (n : Fin 3 → ℝ) : ℝ :=
  ∑ i, m i * (x i ⬝ᵥ a i - (n ⬝ᵥ x i) * (n ⬝ᵥ a i))
```

## From preserved length to the slope

The first lemma is |R(t)x|² = |x|². Instead of splitting x, the proof expands in components and uses `linear_combination` to combine the two facts needed, |n|² = 1 and sin² t + cos² t = 1.

```lean
/-- Rotation about a unit axis preserves the squared length of a vector. -/
theorem rodrigues_dot_self {n : Fin 3 → ℝ} (hn : n ⬝ᵥ n = 1) (t : ℝ) (x : Fin 3 → ℝ) :
    rodrigues n t x ⬝ᵥ rodrigues n t x = x ⬝ᵥ x := by
  have hcs := Real.sin_sq_add_cos_sq t
  simp only [dotProduct, Fin.sum_univ_three] at hn
  simp only [rodrigues, cross_apply, dotProduct, Fin.sum_univ_three, Pi.add_apply,
    Pi.smul_apply, smul_eq_mul, Matrix.cons_val]
  linear_combination
    (Real.sin t ^ 2 * (x 0 ^ 2 + x 1 ^ 2 + x 2 ^ 2)
      + (1 - Real.cos t) ^ 2 * (n 0 * x 0 + n 1 * x 1 + n 2 * x 2) ^ 2) * hn
    + ((x 0 ^ 2 + x 1 ^ 2 + x 2 ^ 2) - (n 0 * x 0 + n 1 * x 1 + n 2 * x 2) ^ 2) * hcs
```

For a single point, `h1` is the preserved length and `h2` the cross term; the final line combines them as in the derivation above.

```lean
/-- The squared distance from a rotated point to its reference point, as an explicit
function of the rotation angle. -/
theorem sq_dist_rodrigues {n : Fin 3 → ℝ} (hn : n ⬝ᵥ n = 1) (t : ℝ) (x a : Fin 3 → ℝ) :
    (rodrigues n t x - a) ⬝ᵥ (rodrigues n t x - a) =
      (x - a) ⬝ᵥ (x - a) - 2 * Real.sin t * (n ⬝ᵥ (x ⨯₃ a))
        + 2 * (1 - Real.cos t) * (x ⬝ᵥ a - (n ⬝ᵥ x) * (n ⬝ᵥ a)) := by
  have h1 := rodrigues_dot_self hn t x
  -- only the cross term with the reference point depends on the angle
  have h2 : rodrigues n t x ⬝ᵥ a = Real.cos t * (x ⬝ᵥ a)
      + Real.sin t * (n ⬝ᵥ (x ⨯₃ a)) + (1 - Real.cos t) * (n ⬝ᵥ x) * (n ⬝ᵥ a) := by
    simp only [rodrigues, cross_apply, dotProduct, Fin.sum_univ_three, Pi.add_apply,
      Pi.smul_apply, smul_eq_mul, Matrix.cons_val]
    ring
  rw [sub_dotProduct, dotProduct_sub, dotProduct_sub, sub_dotProduct, dotProduct_sub,
    dotProduct_sub, dotProduct_comm a (rodrigues n t x), dotProduct_comm a x]
  linear_combination h1 - 2 * h2
```

Summation gives the formula for F(t). The auxiliary equation `hT` moves the dot product with n inside the sum defining T.

```lean
/-- The misfit after a rotation by any angle `t` about a unit axis `n`, in terms of the
torque and the transverse overlap of the unrotated structure. -/
theorem misfit_rodrigues (m : ι → ℝ) (x a : ι → Fin 3 → ℝ) {n : Fin 3 → ℝ}
    (hn : n ⬝ᵥ n = 1) (t : ℝ) :
    misfit m (fun i => rodrigues n t (x i)) a =
      misfit m x a - 2 * Real.sin t * (n ⬝ᵥ torque m x a)
        + 2 * (1 - Real.cos t) * transverseOverlap m x a n := by
  have hT : n ⬝ᵥ torque m x a = ∑ i, m i * (n ⬝ᵥ (x i ⨯₃ a i)) := by
    simp only [torque, dotProduct, Fin.sum_univ_three, Finset.sum_apply, Pi.smul_apply,
      smul_eq_mul, Finset.mul_sum, ← Finset.sum_add_distrib]
    refine Finset.sum_congr rfl fun i _ => ?_
    ring
  rw [hT]
  simp only [misfit, transverseOverlap, sq_dist_rodrigues hn, Finset.mul_sum]
  rw [← Finset.sum_sub_distrib, ← Finset.sum_add_distrib]
  refine Finset.sum_congr rfl fun i _ => ?_
  ring
```

`HasDerivAt f d 0` says that f has derivative d at 0. The proof rewrites the misfit by the exact formula, then differentiates the sine and cosine terms.

```lean
/-- The derivative of the misfit at angle zero, for rotation about the unit axis `n`,
is `-2 n · ∑ mᵢ xᵢ × aᵢ`. -/
theorem hasDerivAt_misfit (m : ι → ℝ) (x a : ι → Fin 3 → ℝ) {n : Fin 3 → ℝ}
    (hn : n ⬝ᵥ n = 1) :
    HasDerivAt (fun t => misfit m (fun i => rodrigues n t (x i)) a)
      (-2 * (n ⬝ᵥ torque m x a)) 0 := by
  rw [funext fun t => misfit_rodrigues m x a hn t]
  have h1 := ((Real.hasDerivAt_sin 0).const_mul (2 : ℝ)).mul_const (n ⬝ᵥ torque m x a)
  have h2 := (((Real.hasDerivAt_cos 0).const_sub (1 : ℝ)).const_mul (2 : ℝ)).mul_const
    (transverseOverlap m x a n)
  refine ((h1.const_sub (misfit m x a)).fun_add h2).congr_deriv ?_
  rw [Real.cos_zero, Real.sin_zero]
  ring
```

## The symmetry criterion and the global minimum

The equations `h0`, `h1` and `h2` are the three component formulas for T. The rest of the proof compares matrix entries in each direction.

```lean
/-- The torque vanishes exactly when the correlation matrix is symmetric. -/
theorem torque_eq_zero_iff (m : ι → ℝ) (x a : ι → Fin 3 → ℝ) :
    torque m x a = 0 ↔ (correlation m x a).IsSymm := by
  -- each torque component is an antisymmetric difference of matrix entries
  have hC : ∀ j k, correlation m x a j k = ∑ i, m i * (a i j * x i k) := by
    intro j k
    simp only [correlation, Matrix.sum_apply, Matrix.smul_apply, vecMulVec_apply, smul_eq_mul]
  have h0 : torque m x a 0 = correlation m x a 2 1 - correlation m x a 1 2 := by
    rw [hC, hC, ← Finset.sum_sub_distrib]
    simp only [torque, Finset.sum_apply, Pi.smul_apply, cross_apply, smul_eq_mul, Matrix.cons_val]
    exact Finset.sum_congr rfl fun i _ => by ring
  have h1 : torque m x a 1 = correlation m x a 0 2 - correlation m x a 2 0 := by
    rw [hC, hC, ← Finset.sum_sub_distrib]
    simp only [torque, Finset.sum_apply, Pi.smul_apply, cross_apply, smul_eq_mul, Matrix.cons_val]
    exact Finset.sum_congr rfl fun i _ => by ring
  have h2 : torque m x a 2 = correlation m x a 1 0 - correlation m x a 0 1 := by
    rw [hC, hC, ← Finset.sum_sub_distrib]
    simp only [torque, Finset.sum_apply, Pi.smul_apply, cross_apply, smul_eq_mul, Matrix.cons_val]
    exact Finset.sum_congr rfl fun i _ => by ring
  clear hC
  generalize correlation m x a = C at h0 h1 h2 ⊢
  constructor
  · intro h
    rw [h, Pi.zero_apply] at h0 h1 h2
    have e0 := sub_eq_zero.mp h0.symm
    have e1 := sub_eq_zero.mp h1.symm
    have e2 := sub_eq_zero.mp h2.symm
    refine Matrix.IsSymm.ext fun i j => ?_
    fin_cases i <;> fin_cases j <;>
      first
        | rfl | exact e0 | exact e0.symm | exact e1 | exact e1.symm | exact e2 | exact e2.symm
  · intro h
    funext k
    fin_cases k
    · exact h0.trans (sub_eq_zero.mpr (h.apply 1 2))
    · exact h1.trans (sub_eq_zero.mpr (h.apply 2 0))
    · exact h2.trans (sub_eq_zero.mpr (h.apply 0 1))
```

In the stationarity theorem, the first `0` after the function is the slope and the second is the angle. Uniqueness of the derivative turns zero slope into n·T = 0, and `Pi.single k 1` supplies the coordinate axes.

```lean
/-- The misfit is stationary at angle zero for rotations about every unit axis exactly when
the correlation matrix `∑ mᵢ aᵢ xᵢᵀ` is symmetric. -/
theorem stationary_iff_isSymm (m : ι → ℝ) (x a : ι → Fin 3 → ℝ) :
    (∀ n : Fin 3 → ℝ, n ⬝ᵥ n = 1 →
      HasDerivAt (fun t => misfit m (fun i => rodrigues n t (x i)) a) 0 0) ↔
      (correlation m x a).IsSymm := by
  rw [← torque_eq_zero_iff]
  constructor
  · intro h
    have key : ∀ n : Fin 3 → ℝ, n ⬝ᵥ n = 1 → n ⬝ᵥ torque m x a = 0 := by
      intro n hn
      have := (h n hn).unique (hasDerivAt_misfit m x a hn)
      linarith
    -- test the three coordinate axes
    funext k
    have := key (Pi.single k 1) (by simp)
    simpa using this
  · intro h n hn
    exact (hasDerivAt_misfit m x a hn).congr_deriv (by rw [h, dotProduct_zero, mul_zero])
```

The optimality theorem ranges over all unit axes and all real angles. Its forward direction uses the vanishing derivative at a minimum and then the half turn; its reverse direction uses cos t ≤ 1.

```lean
/-- No rotation about any unit axis lowers the misfit exactly when the correlation matrix is
symmetric and the transverse overlap is nonnegative for every unit axis. -/
theorem optimal_iff (m : ι → ℝ) (x a : ι → Fin 3 → ℝ) :
    (∀ n : Fin 3 → ℝ, n ⬝ᵥ n = 1 → ∀ t : ℝ,
      misfit m x a ≤ misfit m (fun i => rodrigues n t (x i)) a) ↔
      (correlation m x a).IsSymm ∧
        ∀ n : Fin 3 → ℝ, n ⬝ᵥ n = 1 → 0 ≤ transverseOverlap m x a n := by
  constructor
  · intro h
    refine ⟨(stationary_iff_isSymm m x a).mp fun n hn => ?_, fun n hn => ?_⟩
    · -- a minimum over all angles has zero slope
      have hd := hasDerivAt_misfit m x a hn
      have hmin : IsLocalMin (fun t => misfit m (fun i => rodrigues n t (x i)) a) 0 := by
        refine Filter.Eventually.of_forall fun t => ?_
        have h0 : misfit m (fun i => rodrigues n 0 (x i)) a = misfit m x a := by
          simp [rodrigues]
        exact h0.le.trans (h n hn t)
      exact hd.congr_deriv (hmin.hasDerivAt_eq_zero hd)
    · -- compare with the half turn
      have := h n hn Real.pi
      rw [misfit_rodrigues m x a hn, Real.cos_pi, Real.sin_pi] at this
      linarith
  · rintro ⟨hs, hp⟩ n hn t
    rw [misfit_rodrigues m x a hn, (torque_eq_zero_iff m x a).mpr hs, dotProduct_zero]
    have := mul_nonneg (sub_nonneg.mpr (Real.cos_le_one t)) (hp n hn)
    linarith
```

The example has one point opposite its reference. C is symmetric, but a half turn lowers the misfit from 4 to 0.

```lean
/-- For one point of unit mass at `(1, 0, 0)` with reference `(-1, 0, 0)` the correlation matrix
is symmetric, yet a half turn about the third axis lowers the misfit. -/
theorem symmetric_not_optimal :
    (correlation (fun _ : Fin 1 => 1) (fun _ => ![1, 0, 0]) (fun _ => ![-1, 0, 0])).IsSymm ∧
      misfit (fun _ : Fin 1 => 1) (fun _ => rodrigues ![0, 0, 1] Real.pi ![1, 0, 0])
        (fun _ => ![-1, 0, 0]) <
      misfit (fun _ : Fin 1 => 1) (fun _ => ![1, 0, 0]) (fun _ => ![-1, 0, 0]) := by
  constructor
  · rw [← torque_eq_zero_iff]
    funext k
    fin_cases k <;> simp [torque, cross_apply]
  · norm_num [misfit, rodrigues, cross_apply, dotProduct, Fin.sum_univ_succ]

end

end EckartSuperposition
```

```lean
#print axioms EckartSuperposition.stationary_iff_isSymm
-- 'EckartSuperposition.stationary_iff_isSymm' depends on axioms: [propext, Classical.choice, Quot.sound]
#print axioms EckartSuperposition.optimal_iff
-- 'EckartSuperposition.optimal_iff' depends on axioms: [propext, Classical.choice, Quot.sound]
#print axioms EckartSuperposition.symmetric_not_optimal
-- 'EckartSuperposition.symmetric_not_optimal' depends on axioms: [propext, Classical.choice, Quot.sound]
```

## Checking a fitted structure in code

A superposition routine typically centres both structures, accumulates the 3 × 3 matrix C and obtains a rotation from a singular value decomposition or a quaternion eigenproblem. To test the output, first check that the matrix returned has determinant +1, since a reflection can pass the tests that follow. Then rebuild C from the rotated coordinates, with both structures still centred at the origin and the same weights, and compare Cⱼₖ with Cₖⱼ: the differences should vanish to rounding error. The sign condition can be tested too. Since P(n) = tr C − nᵀCn, it holds for a symmetric C when the two smallest eigenvalues have a nonnegative sum. This eigenvalue form follows by short algebra and is not among the Lean theorems.
